# No overtaking between phases of an overdamped Josephson junction under a common drive

## Two junctions on one current source

Take two identical overdamped Josephson junctions, prepare them with different phases, and feed both the same time-dependent current. The current may push the phases forward, hold them, or drive them back. Can it make the phase that started behind overtake the other, or let the leading phase gain a full turn on the one behind?

In the resistively shunted model with negligible capacitance, the bias current I(t) is shared between the supercurrent I_c sin φ and the current through the resistance R:

I(t) = I_c sin φ + (ħ/2eR) dφ/dt.

Here I_c is the critical current, e the elementary charge, and φ the phase difference across the junction. Measure current in units of I_c and time in units of ħ/(2eI_cR), and write x for the phase and f for the reduced drive. Then

x′ = f(t) − sin x, t ≥ 0.

In these units x′ is also the voltage, measured in units of I_cR. The phase is treated as a real number, not as an angle modulo 2π, because the mean voltage is the net phase advance divided by time, and whole turns count towards that advance.

## The claim

Let p and q both solve this equation with the same f. If

p(0) < q(0) < p(0) + 2π,

then for every t ≥ 0

p(t) < q(t) < p(t) + 2π.

It follows that the phase advances of any two trajectories under the same drive differ by less than 2π, whatever their initial phases. If one trajectory has a long-time mean voltage, all the others have the same one.

## The gap obeys an equation without the drive

Write d = q − p for the gap and w = sin q − sin p for the difference of supercurrents. Subtracting the two equations of motion removes f:

d′ = −w.

The size of w is controlled by d. For any real a and b,

(sin a − sin b)² + (cos a − cos b)² = 2 − 2 cos(a − b) ≤ (a − b)²,

where the last step is the inequality cos u ≥ 1 − u²/2. Dropping the cosine square gives w² ≤ d².

Now differentiate the squared gap with two exponential weights:

(d² e^(2t))′ = 2(d² − dw) e^(2t) = [(d − w)² + d² − w²] e^(2t) ≥ 0,

(d² e^(−2t))′ = −2(d² + dw) e^(−2t) = −[(d + w)² + d² − w²] e^(−2t) ≤ 0.

The first quantity never decreases and the second never increases. Comparing time t with time 0 and taking square roots,

e^(−t) |d(0)| ≤ |d(t)| ≤ e^t |d(0)|.

## From the gap to the ordering

Suppose d(0) > 0 but d(t) ≤ 0 at some later time. Since d is continuous, it vanishes at some s between 0 and t. The lower bound at s then reads e^(−s) d(0) ≤ 0, which is false. So d stays positive, and the lower bound becomes d(t) ≥ e^(−t) d(0).

For the upper limit, note that p + 2π solves the same equation, because the sine has period 2π. It starts ahead of q, so it stays ahead of q. This gives q(t) < p(t) + 2π.

## Phase advance and mean voltage

For arbitrary initial phases, choose the integer m for which r = p + 2πm satisfies r(0) ≤ q(0) < r(0) + 2π. If r(0) = q(0), the upper bound on the gap gives r(t) = q(t), and the two phase advances are equal. Otherwise q − r lies strictly between 0 and 2π both at time 0 and at time t, so it has changed by less than 2π. Since r and p advance equally, in either case

|(q(t) − q(0)) − (p(t) − p(0))| < 2π.

Dividing by t > 0 shows that the mean voltages over [0, t] differ by less than 2π/t, which tends to zero.

For a numerical current–voltage curve of this noiseless single-junction model, the choice of initial phase therefore does not affect the long-time mean voltage, and at finite averaging time it contributes less than 2π/t in reduced units.

## A limiting case: relaxation to rest

Set f = 0. The constant phase p(t) = 0 is a solution, and so is

q(t) = 2 arctan(e^(−t)),

which starts at π/2. Its lead over p stays positive but tends to zero, behaving as 2e^(−t) at late times. The ordering is thus strict at every finite time, while no positive minimum separation survives for all time. The decay has the same exponential rate as the general lower bound.

## How the Lean statements express the physics

`IsPhaseTrajectory f x` says that the equation of motion holds at every t ≥ 0. The derivative is taken within `Ici 0`, the half-line [0, ∞): it is one-sided at the start and ordinary afterwards. Values at negative times play no role.

The drive is a function `f : ℝ → ℝ` with no continuity hypothesis. The equation must nevertheless hold at every instant, which excludes drives with jumps, such as an ideal square wave: a derivative cannot have a jump discontinuity. The existence of trajectories for a given drive is assumed through the hypotheses on `p` and `q`.

`no_overtaking` is the main claim, with `h0` and `h1` the two initial inequalities. `phase_advance_close` needs no condition on the initial phases. `meanVoltage x t` is phase advance divided by time, and `meanVoltage_unique` takes convergence for one trajectory as a hypothesis and transfers the limit `V` to any other; it does not establish that a limit exists.

The model has one degree of freedom per junction, a purely sinusoidal supercurrent, no capacitance and no separate noise in the two junctions.

```lean
import Mathlib

open Set Filter Topology

namespace JosephsonNoOvertaking

noncomputable section

/-- The phase `x` of an overdamped Josephson junction with drive current `f`, in reduced units:
`x' = f(t) - sin x` for all `t ≥ 0`. -/
def IsPhaseTrajectory (f x : ℝ → ℝ) : Prop :=
  ∀ t, 0 ≤ t → HasDerivWithinAt x (f t - Real.sin (x t)) (Ici 0) t

/-- The time-averaged voltage over `[0, t]`, in reduced units: phase advance divided by time. -/
def meanVoltage (x : ℝ → ℝ) (t : ℝ) : ℝ := (x t - x 0) / t

/-- Shifting a phase trajectory by a whole number of turns gives a trajectory for the same
drive. -/
theorem IsPhaseTrajectory.shift {f x : ℝ → ℝ} (hx : IsPhaseTrajectory f x) (n : ℤ) :
    IsPhaseTrajectory f (fun t => x t + n * (2 * Real.pi)) := by
  intro t ht
  have h : HasDerivWithinAt (fun s => x s + n * (2 * Real.pi))
      (f t - Real.sin (x t)) (Ici 0) t := (hx t ht).add_const _
  refine h.congr_deriv ?_
  rw [Real.sin_add_int_mul_two_pi]

/-- The supercurrents at two phases differ by no more than the phases themselves. -/
theorem supercurrent_sq_le (a b : ℝ) : (Real.sin a - Real.sin b) ^ 2 ≤ (a - b) ^ 2 := by
  have h : 1 - (a - b) ^ 2 / 2 ≤ Real.cos (a - b) := Real.one_sub_sq_div_two_le_cos
  rw [Real.cos_sub] at h
  nlinarith [Real.sin_sq_add_cos_sq a, Real.sin_sq_add_cos_sq b,
    sq_nonneg (Real.cos a - Real.cos b)]

/-- If `d` has velocity `v` and `σ (2 d v + c d²)` is never negative, then `σ d² exp(c t)` is
never below its initial value. -/
theorem weighted_sq_le {d v : ℝ → ℝ}
    (hd : ∀ t, 0 ≤ t → HasDerivWithinAt d (v t) (Ici 0) t) (σ c : ℝ)
    (hs : ∀ t, 0 ≤ t → 0 ≤ σ * (2 * d t * v t + c * (d t * d t))) {t : ℝ} (ht : 0 ≤ t) :
    σ * (d 0 * d 0) ≤ σ * (d t * d t * Real.exp (c * t)) := by
  have hder : ∀ s, 0 ≤ s → HasDerivWithinAt (fun s => σ * (d s * d s * Real.exp (c * s)))
      (σ * (2 * d s * v s + c * (d s * d s)) * Real.exp (c * s)) (Ici 0) s := by
    intro s h
    have h0 : HasDerivAt (fun s : ℝ => c * s) c s := by
      simpa using (hasDerivAt_id s).const_mul c
    have h3 := (((hd s h).mul (hd s h)).mul h0.exp.hasDerivWithinAt).const_mul σ
    refine h3.congr_deriv ?_
    try simp only [Pi.mul_apply]
    ring
  have mono : MonotoneOn (fun s => σ * (d s * d s * Real.exp (c * s))) (Ici 0) := by
    apply monotoneOn_of_deriv_nonneg (convex_Ici 0)
    · exact fun s h => (hder s h).continuousWithinAt
    · exact fun s h => ((hder s (interior_subset h)).differentiableWithinAt).mono interior_subset
    · intro s h
      rw [interior_Ici] at h
      have hs0 : (0 : ℝ) < s := h
      rw [((hder s hs0.le).hasDerivAt (Ici_mem_nhds hs0)).deriv]
      exact mul_nonneg (hs s hs0.le) (Real.exp_pos _).le
  have h := mono (mem_Ici.mpr le_rfl) (mem_Ici.mpr ht) ht
  simp only [mul_zero, Real.exp_zero, mul_one] at h
  exact h

/-- Under a common drive, the distance between two phases shrinks or grows by at most a factor
`exp t` in time `t`. -/
theorem gap_bounds {f p q : ℝ → ℝ} (hp : IsPhaseTrajectory f p) (hq : IsPhaseTrajectory f q)
    {t : ℝ} (ht : 0 ≤ t) :
    |q 0 - p 0| ≤ Real.exp t * |q t - p t| ∧ |q t - p t| ≤ Real.exp t * |q 0 - p 0| := by
  -- the drive cancels from the equation for the gap
  have hd : ∀ s, 0 ≤ s → HasDerivWithinAt (fun s => q s - p s)
      (-(Real.sin (q s) - Real.sin (p s))) (Ici 0) s := by
    intro s h
    have h1 : HasDerivWithinAt (fun s => q s - p s)
        ((f s - Real.sin (q s)) - (f s - Real.sin (p s))) (Ici 0) s := (hq s h).sub (hp s h)
    exact h1.congr_deriv (by ring)
  have h1 := weighted_sq_le hd 1 2 (fun s _ => by
    nlinarith [supercurrent_sq_le (q s) (p s),
      sq_nonneg ((q s - p s) - (Real.sin (q s) - Real.sin (p s)))]) ht
  have h2 := weighted_sq_le hd (-1) (-2) (fun s _ => by
    nlinarith [supercurrent_sq_le (q s) (p s),
      sq_nonneg ((q s - p s) + (Real.sin (q s) - Real.sin (p s)))]) ht
  have hE : 0 < Real.exp t := Real.exp_pos t
  have e1 : Real.exp (2 * t) = Real.exp t * Real.exp t := by
    rw [← Real.exp_add]; congr 1; ring
  have e2 : Real.exp (-2 * t) * (Real.exp t * Real.exp t) = 1 := by
    rw [← Real.exp_add, ← Real.exp_add, ← Real.exp_zero]; congr 1; ring
  constructor
  · have h : (q 0 - p 0) ^ 2 ≤ (Real.exp t * (q t - p t)) ^ 2 := by
      rw [e1] at h1
      linarith
    have h' := sq_le_sq.mp h
    rwa [abs_mul, abs_of_pos hE] at h'
  · have h3 : (q t - p t) * (q t - p t) * Real.exp (-2 * t) ≤ (q 0 - p 0) * (q 0 - p 0) := by
      linarith
    have h : (q t - p t) ^ 2 ≤ (Real.exp t * (q 0 - p 0)) ^ 2 := by
      calc (q t - p t) ^ 2
          = (q t - p t) * (q t - p t) * Real.exp (-2 * t) * (Real.exp t * Real.exp t) := by
            rw [mul_assoc _ (Real.exp (-2 * t)), e2]; ring
        _ ≤ (q 0 - p 0) * (q 0 - p 0) * (Real.exp t * Real.exp t) :=
            mul_le_mul_of_nonneg_right h3 (mul_pos hE hE).le
        _ = (Real.exp t * (q 0 - p 0)) ^ 2 := by ring
    have h' := sq_le_sq.mp h
    rwa [abs_mul, abs_of_pos hE] at h'

/-- A phase that starts ahead stays ahead, and its lead at time `t` is at least `exp (-t)` times
the initial lead. -/
theorem lead_persists {f p q : ℝ → ℝ} (hp : IsPhaseTrajectory f p) (hq : IsPhaseTrajectory f q)
    (h0 : p 0 < q 0) {t : ℝ} (ht : 0 ≤ t) :
    p t < q t ∧ Real.exp (-t) * (q 0 - p 0) ≤ q t - p t := by
  have hpos : p t < q t := by
    by_contra hcon
    have hc : ContinuousOn (fun s => q s - p s) (Icc 0 t) := fun s hs =>
      (((hq s hs.1).continuousWithinAt).sub ((hp s hs.1).continuousWithinAt)).mono
        Icc_subset_Ici_self
    -- overtaking would require the two phases to meet
    obtain ⟨s, hs, hz⟩ := intermediate_value_Icc' ht hc
      (show (0 : ℝ) ∈ Icc (q t - p t) (q 0 - p 0) from ⟨by linarith, by linarith⟩)
    have hz' : q s - p s = 0 := hz
    have hb := (gap_bounds hp hq hs.1).1
    rw [hz', abs_zero, mul_zero, abs_of_pos (sub_pos.mpr h0)] at hb
    linarith
  refine ⟨hpos, ?_⟩
  have hb := (gap_bounds hp hq ht).1
  rw [abs_of_pos (sub_pos.mpr h0), abs_of_pos (sub_pos.mpr hpos)] at hb
  calc Real.exp (-t) * (q 0 - p 0) ≤ Real.exp (-t) * (Real.exp t * (q t - p t)) :=
        mul_le_mul_of_nonneg_left hb (Real.exp_pos _).le
    _ = q t - p t := by rw [← mul_assoc, ← Real.exp_add, neg_add_cancel, Real.exp_zero, one_mul]

/-- No overtaking: under any common drive, a phase that starts ahead of another by less than one
turn remains ahead of it by less than one turn at all later times. -/
theorem no_overtaking {f p q : ℝ → ℝ} (hp : IsPhaseTrajectory f p) (hq : IsPhaseTrajectory f q)
    (h0 : p 0 < q 0) (h1 : q 0 < p 0 + 2 * Real.pi) {t : ℝ} (ht : 0 ≤ t) :
    p t < q t ∧ q t < p t + 2 * Real.pi := by
  refine ⟨(lead_persists hp hq h0 ht).1, ?_⟩
  -- the copy of `p` one turn ahead is a trajectory that `q` cannot overtake
  have h := (lead_persists hq (hp.shift 1) (by push_cast; linarith) ht).1
  push_cast at h
  linarith

/-- Under a common drive, the phase advances of any two trajectories differ by less than one
turn, whatever their initial phases. -/
theorem phase_advance_close {f p q : ℝ → ℝ} (hp : IsPhaseTrajectory f p)
    (hq : IsPhaseTrajectory f q) {t : ℝ} (ht : 0 ≤ t) :
    |(q t - q 0) - (p t - p 0)| < 2 * Real.pi := by
  have hpi : 0 < 2 * Real.pi := by positivity
  -- move `p` by whole turns until it is level with `q` or less than one turn behind it
  obtain ⟨m, hm1, hm2⟩ : ∃ m : ℤ, p 0 + m * (2 * Real.pi) ≤ q 0 ∧
      q 0 < p 0 + m * (2 * Real.pi) + 2 * Real.pi := by
    refine ⟨⌊(q 0 - p 0) / (2 * Real.pi)⌋, ?_, ?_⟩
    · have h := (le_div_iff₀ hpi).mp (Int.floor_le ((q 0 - p 0) / (2 * Real.pi)))
      linarith
    · have h := (div_lt_iff₀ hpi).mp (Int.lt_floor_add_one ((q 0 - p 0) / (2 * Real.pi)))
      linarith
  rcases hm1.eq_or_lt with he | hl
  · have hb := (gap_bounds (hp.shift m) hq ht).2
    have hz : q 0 - (p 0 + m * (2 * Real.pi)) = 0 := by linarith
    simp only [hz, abs_zero, mul_zero] at hb
    have hb' := abs_le.mp hb
    rw [abs_lt]
    constructor <;> linarith [hb'.1, hb'.2]
  · have h := no_overtaking (hp.shift m) hq hl hm2 ht
    have ha : p t + m * (2 * Real.pi) < q t := h.1
    have hb : q t < p t + m * (2 * Real.pi) + 2 * Real.pi := h.2
    rw [abs_lt]
    constructor <;> linarith

/-- If one trajectory has a long-time mean voltage `V`, then every trajectory under the same drive
has the long-time mean voltage `V`. -/
theorem meanVoltage_unique {f p q : ℝ → ℝ} (hp : IsPhaseTrajectory f p)
    (hq : IsPhaseTrajectory f q) {V : ℝ} (hV : Tendsto (meanVoltage p) atTop (𝓝 V)) :
    Tendsto (meanVoltage q) atTop (𝓝 V) := by
  have hdiff : Tendsto (fun t => ((q t - q 0) - (p t - p 0)) / t) atTop (𝓝 0) := by
    have hlim : Tendsto (fun t : ℝ => 2 * Real.pi / t) atTop (𝓝 0) :=
      tendsto_const_nhds.div_atTop tendsto_id
    refine squeeze_zero_norm' ?_ hlim
    filter_upwards [eventually_gt_atTop (0 : ℝ)] with t ht
    rw [Real.norm_eq_abs, abs_div, abs_of_pos ht]
    exact div_le_div_of_nonneg_right (phase_advance_close hp hq ht.le).le ht.le
  have hsum := hV.add hdiff
  rw [add_zero] at hsum
  refine hsum.congr (fun t => ?_)
  unfold meanVoltage
  ring

/-- Without drive, the constant phase `0` and the phase `2 arctan (exp (-t))` are trajectories
whose initial values satisfy the hypotheses of `no_overtaking`. -/
theorem no_overtaking_witness :
    IsPhaseTrajectory (fun _ => 0) (fun _ => 0) ∧
    IsPhaseTrajectory (fun _ => 0) (fun t => 2 * Real.arctan (Real.exp (-t))) ∧
    0 < 2 * Real.arctan (Real.exp (-0)) ∧
    2 * Real.arctan (Real.exp (-0)) < 0 + 2 * Real.pi := by
  refine ⟨?_, ?_, ?_, ?_⟩
  · intro t _
    exact (hasDerivWithinAt_const t (Ici 0) (0 : ℝ)).congr_deriv (by simp)
  · intro t _
    have key : ∀ u : ℝ, Real.sin (2 * Real.arctan u) = 2 * u / (1 + u ^ 2) := by
      intro u
      have hu : (0 : ℝ) ≤ 1 + u ^ 2 := by positivity
      rw [Real.sin_two_mul, Real.sin_arctan, Real.cos_arctan]
      calc 2 * (u / √(1 + u ^ 2)) * (1 / √(1 + u ^ 2))
          = 2 * u / (√(1 + u ^ 2) * √(1 + u ^ 2)) := by
            ring
        _ = 2 * u / (1 + u ^ 2) := by rw [Real.mul_self_sqrt hu]
    have h := (((hasDerivAt_neg t).exp).arctan.const_mul 2).hasDerivWithinAt (s := Ici 0)
    refine h.congr_deriv ?_
    rw [key]
    ring
  · rw [neg_zero, Real.exp_zero, Real.arctan_one]
    linarith [Real.pi_pos]
  · rw [neg_zero, Real.exp_zero, Real.arctan_one]
    linarith [Real.pi_pos]

end

end JosephsonNoOvertaking
```

```lean
#print axioms JosephsonNoOvertaking.no_overtaking
-- 'JosephsonNoOvertaking.no_overtaking' depends on axioms: [propext, Classical.choice, Quot.sound]
#print axioms JosephsonNoOvertaking.meanVoltage_unique
-- 'JosephsonNoOvertaking.meanVoltage_unique' depends on axioms: [propext, Classical.choice, Quot.sound]
```

## How the proof follows the calculation

`supercurrent_sq_le` is the bound (sin a − sin b)² ≤ (a − b)², which gives w² ≤ d². Mathlib supplies the quadratic lower bound on the cosine, and `nlinarith` combines it with sin² + cos² = 1 and the nonnegative cosine square.

`weighted_sq_le` treats both exponential weights at once. For a gap `d` with velocity `v`, it differentiates σ d² e^(ct) and uses `monotoneOn_of_deriv_nonneg` to turn a nonnegative derivative into a comparison with time 0. The choice σ = 1, c = 2 gives the growing weight; σ = −1, c = −2 gives the decaying one, with the sign reversed so that the same monotonicity argument applies.

`gap_bounds` first derives the equation for d, where `ring` cancels the drive. The two calls to `nlinarith` receive the squares (d − w)² and (d + w)² from the derivation. The remaining lines rearrange exponentials and pass from squares to absolute values with `sq_le_sq`.

`lead_persists` assumes that the order has failed at time t. `intermediate_value_Icc'` produces the meeting time s, and the first half of `gap_bounds` at s gives the contradiction. The same bound at t then yields the quantitative lead.

`no_overtaking` applies `lead_persists` twice: to `p` and `q`, and to `q` and the copy of `p` one turn ahead. That copy is a trajectory by `IsPhaseTrajectory.shift`.

In `phase_advance_close`, the integer m is the floor of (q(0) − p(0))/(2π), and `rcases` separates coinciding initial phases from a strict lead. `meanVoltage_unique` squeezes the difference of mean voltages with 2π/t and adds it to the known limit.

`no_overtaking_witness` checks the two undriven solutions and their initial ordering. Its main identity is sin(2 arctan u) = 2u/(1 + u²); with u = e^(−t), this matches the derivative of the relaxing phase to minus its sine.
